# A first-order spin-½ multiplet, intensities included, fixes its coupling magnitudes

**Q:** You claim that two collections of non-zero couplings to spin-½ nuclei give the same first-order multiplet, intensities included, exactly when their magnitudes agree, repetitions counted. What is a multiplet here?

**A:** In the first-order model, a nucleus coupled to n spin-½ neighbours, with couplings J₁, …, Jₙ in hertz, has a line for each choice of signs, at

x = (±J₁ ± J₂ ± … ± Jₙ)/2

from its chemical shift. All 2ⁿ choices weigh the same, and coinciding lines add. In Lean, `J` is the whole collection, not one coupling constant. It is a `Multiset ℝ`: order is forgotten, repetitions are kept. `antidiagonal` lists all splittings into a plus part `p.1` and a minus part `p.2`.

```lean
import Mathlib

namespace FirstOrderMultiplet

noncomputable section

/-- The first-order multiplet of a multiset of couplings: all signed half-sums, one for each
choice of signs, counted with multiplicity. Each pair `p` splits the couplings into those
taken with plus and those taken with minus. -/
def multiplet (J : Multiset ℝ) : Multiset ℝ :=
  J.antidiagonal.map fun p => (p.1.sum - p.2.sum) / 2
```

**Q:** That is a list of numbers. Where is the spectrum?

**A:** The multiplicity of x in the list is the intensity there; divided by 2ⁿ, it is the normalised intensity. That a measured signal has this form is assumed, not derived from a spin Hamiltonian. It is the usual approximation for resolved lines and spin-½ partners when every coupling between magnetically inequivalent nuclei, those among the partners included, is small compared with the difference between their resonance frequencies.

**Q:** How does the list change when a neighbour is added?

**A:** A coupling a turns each line x into two, at x − a/2 and x + a/2. The first lemma says this with multiplicities, the second for positions only. `a ::ₘ J` means `J` with `a` added.

```lean
/-- One more coupling `a` splits every line into a doublet, displaced by `-a/2` and `a/2`. -/
theorem multiplet_cons (a : ℝ) (J : Multiset ℝ) :
    multiplet (a ::ₘ J) =
      (multiplet J).map (fun x => x - a / 2) + (multiplet J).map (fun x => x + a / 2) := by
  simp only [multiplet, Multiset.antidiagonal_cons, Multiset.map_add, Multiset.map_map]
  congr 1 <;> refine Multiset.map_congr rfl fun p _ => ?_ <;>
    simp only [Function.comp_apply, Prod.map_fst, Prod.map_snd, id_eq, Multiset.sum_cons] <;>
    ring

/-- There is a line at `x` after splitting by `a` exactly if there was one at `x + a/2` or
at `x - a/2` before. -/
theorem mem_multiplet_cons (a x : ℝ) (J : Multiset ℝ) :
    x ∈ multiplet (a ::ₘ J) ↔ x + a / 2 ∈ multiplet J ∨ x - a / 2 ∈ multiplet J := by
  rw [multiplet_cons, Multiset.mem_add, Multiset.mem_map, Multiset.mem_map]
  constructor
  · rintro (⟨y, hy, rfl⟩ | ⟨y, hy, rfl⟩)
    · left; simpa using hy
    · right; simpa using hy
  · rintro (h | h)
    · exact Or.inl ⟨_, h, by ring⟩
    · exact Or.inr ⟨_, h, by ring⟩
```

**Q:** Then how do you read a coupling off the pattern?

**A:** Take non-negative couplings with sum S. All plus signs give the line S/2. Reversing one coupling b gives S/2 − b. Lean gets the first by adding couplings one at a time, and the second by taking b out and using the first for the rest.

```lean
/-- Half the sum of all couplings is a line of the multiplet. -/
theorem top_mem (J : Multiset ℝ) : J.sum / 2 ∈ multiplet J := by
  induction J using Multiset.induction_on with
  | empty => simp [multiplet]
  | cons a s ih =>
    rw [mem_multiplet_cons, Multiset.sum_cons]
    right
    convert ih using 1
    ring

/-- Reversing the sign of a single coupling `b` gives a line at half the sum of all couplings minus
`b`. -/
theorem flip_mem {J : Multiset ℝ} {b : ℝ} (hb : b ∈ J) : J.sum / 2 - b ∈ multiplet J := by
  obtain ⟨s, rfl⟩ := Multiset.exists_cons_of_mem hb
  rw [mem_multiplet_cons, Multiset.sum_cons]
  left
  convert top_mem s using 1
  ring
```

**Q:** Could another line lie in between?

**A:** Not if b is the smallest non-zero coupling, a. Reversing the couplings in a subset F gives

x = S/2 − (sum of the couplings in F),

and that sum is either 0 or at least a. Lean proves this by induction, checking both halves of each new doublet. With a = 0 the lemma says that no line lies above S/2.

```lean
/-- If every coupling is zero or at least `a ≥ 0`, each line lies at half the sum of the
couplings or at least `a` below it. -/
theorem outer_gap {a : ℝ} (ha : 0 ≤ a) {J : Multiset ℝ} (hJ : ∀ j ∈ J, j = 0 ∨ a ≤ j)
    {x : ℝ} (hx : x ∈ multiplet J) : x = J.sum / 2 ∨ x ≤ J.sum / 2 - a := by
  induction J using Multiset.induction_on generalizing x with
  | empty => left; simpa [multiplet] using hx
  | cons b s ih =>
    have hs : ∀ j ∈ s, j = 0 ∨ a ≤ j := fun j hj => hJ j (Multiset.mem_cons_of_mem hj)
    have hb := hJ b (Multiset.mem_cons_self b s)
    rw [Multiset.sum_cons]
    rcases (mem_multiplet_cons b x s).1 hx with h | h
    · rcases ih hs h with h | h <;> rcases hb with hb | hb
      · left; linarith
      · right; linarith
      · right; linarith
      · right; linarith
    · rcases ih hs h with h | h
      · left; linarith
      · right; linarith
```

**Q:** So you know a. Can you remove its splitting when lines overlap?

**A:** Yes. Suppose line lists M and N agree after splitting by a > 0. Let d(y) be the multiplicity of y in M minus that in N. Lines reach y + a/2 from y and from y + a, so

d(y) + d(y + a) = 0,
d(y) = (−1)ᵏ d(y + ka) for k = 0, 1, 2, …

Both lists are finite, so the right side vanishes for large k, and d(y) = 0. In Lean, `step` is the first equation, `walk` carries agreement inwards, and `B` bounds all lines from above.

```lean
/-- A doublet splitting by `a > 0` can be undone: two line lists that agree after the
splitting agreed before it. -/
theorem doublet_cancel {a : ℝ} (ha : 0 < a) {M N : Multiset ℝ}
    (h : M.map (fun x => x - a / 2) + M.map (fun x => x + a / 2) =
      N.map (fun x => x - a / 2) + N.map (fun x => x + a / 2)) : M = N := by
  have e1 : ∀ (P : Multiset ℝ) (y : ℝ),
      (P.map (fun x => x + a / 2)).count (y + a / 2) = P.count y := fun P y =>
    Multiset.count_map_eq_count' (fun x => x + a / 2) P (add_left_injective _) y
  have e2 : ∀ (P : Multiset ℝ) (y : ℝ),
      (P.map (fun x => x - a / 2)).count (y + a / 2) = P.count (y + a) := by
    intro P y
    have h2 : (P.map (fun x => x - a / 2)).count (y + a - a / 2) = P.count (y + a) :=
      Multiset.count_map_eq_count' (fun x => x - a / 2) P sub_left_injective (y + a)
    rwa [show y + a - a / 2 = y + a / 2 by ring] at h2
  have step : ∀ y, M.count (y + a) + M.count y = N.count (y + a) + N.count y := by
    intro y
    have h3 := congrArg (Multiset.count (y + a / 2)) h
    simpa only [Multiset.count_add, e1, e2] using h3
  -- agreement of the intensities far out propagates inwards in steps of `a`
  have walk : ∀ (n : ℕ) (y : ℝ),
      M.count (y + n * a) = N.count (y + n * a) → M.count y = N.count y := by
    intro n y
    induction n with
    | zero => intro h0; simpa using h0
    | succ n ih =>
      intro h0
      rw [show y + ((n + 1 : ℕ) : ℝ) * a = y + n * a + a by push_cast; ring] at h0
      have h1 := step (y + n * a)
      exact ih (by omega)
  obtain ⟨B, hB⟩ := (M + N).toFinset.bddAbove
  ext y
  obtain ⟨n, hn⟩ := exists_nat_gt ((B - y) / a)
  rw [div_lt_iff₀ ha] at hn
  have hM : y + n * a ∉ M := fun hz => by
    have := hB (show y + n * a ∈ ((M + N).toFinset : Set ℝ) by simp [hz])
    linarith
  have hN : y + n * a ∉ N := fun hz => by
    have := hB (show y + n * a ∈ ((M + N).toFinset : Set ℝ) by simp [hz])
    linarith
  exact walk n y (by rw [Multiset.count_eq_zero.2 hM, Multiset.count_eq_zero.2 hN])
```

**Q:** And the whole set of couplings?

**A:** Let J and K be non-negative with equal multiplets. The number of lines, 2ⁿ, gives equal numbers of couplings. If n = 0, both are empty. Otherwise the outermost lines give equal sums. If the sum is zero, all couplings vanish and J = K. If not, the smallest non-zero couplings agree, by the gap argument applied both ways. Remove that coupling from each, undo its splitting, and repeat with n − 1. Lean's induction on `J.card` follows these cases.

```lean
/-- Two multisets of non-negative couplings with the same first-order multiplet are equal. -/
theorem couplings_unique {J K : Multiset ℝ} (hJ : ∀ j ∈ J, 0 ≤ j) (hK : ∀ k ∈ K, 0 ≤ k)
    (h : multiplet J = multiplet K) : J = K := by
  -- a non-zero sum of couplings contains a smallest non-zero coupling
  have small : ∀ P : Multiset ℝ, (∀ j ∈ P, 0 ≤ j) → P.sum ≠ 0 →
      ∃ a ∈ P, 0 < a ∧ ∀ j ∈ P, j = 0 ∨ a ≤ j := by
    intro P hP hs
    have hne : (P.toFinset.filter (fun j => 0 < j)).Nonempty := by
      by_contra hn
      refine hs (Multiset.sum_eq_zero fun j hj => ?_)
      by_contra h0
      exact hn ⟨j, by simp [hj, lt_of_le_of_ne (hP j hj) (Ne.symm h0)]⟩
    obtain ⟨a, ha, hmin⟩ := Finset.exists_min_image _ id hne
    simp only [Finset.mem_filter, Multiset.mem_toFinset, id_eq] at ha hmin
    refine ⟨a, ha.1, ha.2, fun j hj => ?_⟩
    rcases (hP j hj).eq_or_lt with h0 | h0
    · exact Or.inl h0.symm
    · exact Or.inr (hmin j ⟨hj, h0⟩)
  induction hn : J.card generalizing J K with
  | zero =>
    have hp := congrArg Multiset.card h
    simp only [multiplet, Multiset.card_map, Multiset.card_antidiagonal] at hp
    have hc : J.card = K.card := Nat.pow_right_injective le_rfl hp
    rw [Multiset.card_eq_zero.1 hn, Multiset.card_eq_zero.1 (hc.symm.trans hn)]
  | succ n ih =>
    have hp := congrArg Multiset.card h
    simp only [multiplet, Multiset.card_map, Multiset.card_antidiagonal] at hp
    have hc : J.card = K.card := Nat.pow_right_injective le_rfl hp
    -- the outermost lines agree
    have hs : J.sum = K.sum := by
      have h1 := outer_gap le_rfl (fun k hk => Or.inr (hK k hk)) (h ▸ top_mem J)
      have h2 := outer_gap le_rfl (fun j hj => Or.inr (hJ j hj)) (h.symm ▸ top_mem K)
      rcases h1 with h1 | h1 <;> rcases h2 with h2 | h2 <;> linarith
    by_cases hz : J.sum = 0
    · have zJ : ∀ j ∈ J, j = 0 := fun j hj =>
        le_antisymm (hz ▸ Multiset.single_le_sum hJ j hj) (hJ j hj)
      have zK : ∀ k ∈ K, k = 0 := fun k hk =>
        le_antisymm ((hs.symm.trans hz) ▸ Multiset.single_le_sum hK k hk) (hK k hk)
      rw [Multiset.eq_replicate.2 ⟨hc, zJ⟩, ← Multiset.eq_replicate.2 ⟨rfl, zK⟩]
    · obtain ⟨a, haJ, ha, hamin⟩ := small J hJ hz
      obtain ⟨b, hbK, hb, hbmin⟩ := small K hK (hs ▸ hz)
      -- the next lines inwards give the same smallest non-zero coupling
      have hab : a = b := by
        have h1 := outer_gap hb.le hbmin (h ▸ flip_mem haJ)
        have h2 := outer_gap ha.le hamin (h.symm ▸ flip_mem hbK)
        rcases h1 with h1 | h1 <;> rcases h2 with h2 | h2 <;> linarith
      subst hab
      obtain ⟨s, rfl⟩ := Multiset.exists_cons_of_mem haJ
      obtain ⟨t, rfl⟩ := Multiset.exists_cons_of_mem hbK
      rw [multiplet_cons, multiplet_cons] at h
      rw [Multiset.card_cons] at hn
      rw [ih (fun j hj => hJ j (Multiset.mem_cons_of_mem hj))
        (fun k hk => hK k (Multiset.mem_cons_of_mem hk)) (doublet_cancel ha h) (by omega)]
```

**Q:** Real couplings can be negative.

**A:** Replacing a by −a exchanges the halves of its doublet, so J and |J| have the same multiplet:

multiplet(J) = multiplet(K) ⇔ multiplet(|J|) = multiplet(|K|) ⇔ |J| = |K|.

The last step is the non-negative case. `J.map abs` is |J|.

```lean
/-- Replacing every coupling by its magnitude leaves the first-order multiplet unchanged. -/
theorem multiplet_abs (J : Multiset ℝ) : multiplet (J.map abs) = multiplet J := by
  induction J using Multiset.induction_on with
  | empty => simp
  | cons a s ih =>
    rw [Multiset.map_cons, multiplet_cons, multiplet_cons, ih]
    rcases abs_choice a with h | h
    · rw [h]
    · -- a negative coupling exchanges the two halves of the doublet
      have e1 : (fun x : ℝ => x - -a / 2) = fun x => x + a / 2 := by funext x; ring
      have e2 : (fun x : ℝ => x + -a / 2) = fun x => x - a / 2 := by funext x; ring
      rw [h, e1, e2, add_comm]

/-- Two multisets of real couplings give the same first-order multiplet if and only if their
multisets of coupling magnitudes are equal. -/
theorem multiplet_eq_iff (J K : Multiset ℝ) :
    multiplet J = multiplet K ↔ J.map abs = K.map abs := by
  have nonneg : ∀ P : Multiset ℝ, ∀ j ∈ P.map abs, 0 ≤ j := by
    intro P j hj
    obtain ⟨x, _, rfl⟩ := Multiset.mem_map.1 hj
    exact abs_nonneg x
  constructor
  · intro h
    exact couplings_unique (nonneg J) (nonneg K) (by rw [multiplet_abs, multiplet_abs, h])
  · intro h
    rw [← multiplet_abs J, h, multiplet_abs]
```

**Q:** Would a peak list without intensities do?

**A:** Not in general. Couplings {1, 2} and {1, 1, 1} both give lines at ±1/2 and ±3/2. The normalised intensities are 1/4 each in the first case and 1/8, 3/8, 3/8, 1/8 in the second. Lean compares positions by membership, `∈`, and separates the multiplets by their totals, 4 and 8.

```lean
/-- Line positions without intensities do not suffice: the couplings 1, 2 and the couplings
1, 1, 1 give lines at the same positions, but different multiplets. -/
theorem positions_insufficient :
    (∀ x, x ∈ multiplet {1, 2} ↔ x ∈ multiplet {1, 1, 1}) ∧
      multiplet {1, 2} ≠ multiplet {1, 1, 1} := by
  constructor
  · intro x
    have z : ∀ y, y ∈ multiplet 0 ↔ y = 0 := by intro y; simp [multiplet]
    show x ∈ multiplet (1 ::ₘ 2 ::ₘ 0) ↔ x ∈ multiplet (1 ::ₘ 1 ::ₘ 1 ::ₘ 0)
    simp only [mem_multiplet_cons, z]
    constructor <;> intro h <;> grind
  · intro h
    have hc := congrArg Multiset.card h
    simp [multiplet] at hc

end

end FirstOrderMultiplet
```

**Q:** What does this tell someone fitting a spectrum?

**A:** For an ideal first-order multiplet with spin-½ partners, an exact fit leaves only the signs of the couplings and their assignment to nuclei open. One caution: a zero coupling doubles every count, which normalised intensities hide, so they fix the non-zero magnitudes but not the number of uncoupled neighbours.

```lean
#print axioms FirstOrderMultiplet.multiplet_abs
-- 'FirstOrderMultiplet.multiplet_abs' depends on axioms: [propext, Classical.choice, Quot.sound]
#print axioms FirstOrderMultiplet.multiplet_eq_iff
-- 'FirstOrderMultiplet.multiplet_eq_iff' depends on axioms: [propext, Classical.choice, Quot.sound]
#print axioms FirstOrderMultiplet.positions_insufficient
-- 'FirstOrderMultiplet.positions_insufficient' depends on axioms: [propext, Classical.choice, Quot.sound]
```
